# In one dimension, Thomas-Fermi plus λ von Weizsäcker matches the free-electron response through order q² only at λ = −1/3

Fill a line with non-interacting, spin-unpolarised electrons up to the Fermi wavevector k_F, and disturb them with a weak static potential of wavevector q = k_F. In terms of η = q/(2k_F), this is η = 1/2. The density response, divided by its Thomas-Fermi value, is the one-dimensional Lindhard function

F(η) = ln((1+η)/(1−η)) / (2η) for 0 < η < 1,

so F(1/2) = ln 3 ≈ 1.099 and 1/F(1/2) ≈ 0.910. Adding λ times the von Weizsäcker term to the Thomas-Fermi energy gives the inverse response 1 + λη² in the same units. Agreement at this wavevector needs λ ≈ −0.359. The sign is negative because the electrons respond more strongly than Thomas-Fermi theory predicts. At long wavelength the required value tends to −1/3.

For orbital-free density functional theory, this fixes the second-order gradient correction demanded by linear response, for non-interacting electrons on a line.

## The two responses being compared

```lean
import Mathlib

open Filter Asymptotics
open scoped Real Topology

namespace LindhardGradientExpansion

noncomputable section
```

The function F is `lindhard`.

```lean
/-- The one-dimensional Lindhard function of `η = q / (2 k_F)`, for `0 < η < 1`. -/
def lindhard (η : ℝ) : ℝ := Real.log ((1 + η) / (1 - η)) / (2 * η)
```

With two spins per state, density n gives k_F = πn/2.

```lean
/-- Fermi wavevector of spin-unpolarised electrons on a line with density `n`. -/
def fermiK (n : ℝ) : ℝ := π * n / 2
```

The response, first order in the potential, is an integral over excitations at zero temperature, in atomic units. It is taken as the definition and not derived from the Schrödinger equation. An electron moves from an occupied k to an empty k+q, which restricts k to the interval from k_F − q to k_F. The factor 2/π collects spin, both signs of q and the density of k-states.

```lean
/-- Magnitude of the static density response of free electrons on a line (atomic units), for
`0 < q < 2 kF`: a sum over excitations from occupied `k` to empty `k + q`, with spin and both
signs of `q` counted. -/
def response (kF q : ℝ) : ℝ :=
  2 / π * ∫ k in (kF - q)..kF, 1 / ((k + q) ^ 2 / 2 - k ^ 2 / 2)
```

The competing description is a local energy density in n and its gradient g = n′:

t(n, g) = π²n³/24 + λg²/(8n).

In Lean, λ is `lam`, and λ = 1 is the full von Weizsäcker term.

```lean
/-- Thomas-Fermi kinetic energy density plus `lam` times the von Weizsäcker term, for density
`n > 0` and density gradient `g`. -/
def energyDensity (lam n g : ℝ) : ℝ := π ^ 2 / 24 * n ^ 3 + lam / 8 * (g ^ 2 / n)
```

For a small density wave of wavevector q about a uniform density, the second variation is

K(q) = ∂²t/∂n² + q² ∂²t/∂g², evaluated at g = 0.

The mixed derivative is proportional to g and vanishes there. `kernel` defines K by this formula, with actual second derivatives.

```lean
/-- Inverse response of the functional at uniform density `n > 0`: its second variation at
wavevector `q`. -/
def kernel (lam n q : ℝ) : ℝ :=
  deriv (deriv fun m => energyDensity lam m 0) n
    + q ^ 2 * deriv (deriv fun g => energyDensity lam n g) 0
```

## Wavevectors between 0 and 2k_F

The condition 0 < q < 2k_F says that the displaced Fermi sea still overlaps the original one. By hand, the excitation energy is

(k+q)²/2 − k²/2 = q(2k+q)/2.

On the integration interval 2k+q ≥ 2k_F − q > 0, so the integrand is regular and has the antiderivative ln(2k+q)/q. Hence the response is

χ(q) = (2/(πq)) ln((2k_F+q)/(2k_F−q)).

In `response_eq`, `pos` and `hden` establish the positive energies, `hderiv` checks the antiderivative, and the fundamental theorem of calculus evaluates the integral. At q = 2k_F the logarithm diverges. Beyond it, the interval would include unoccupied states and a zero of the excitation energy.

```lean
/-- For `0 < q < 2 kF` the sum over excitations gives a logarithm. -/
theorem response_eq {kF q : ℝ} (hq : 0 < q) (hk : q < 2 * kF) :
    response kF q = 2 / (π * q) * Real.log ((2 * kF + q) / (2 * kF - q)) := by
  have pos : ∀ k ∈ Set.uIcc (kF - q) kF, 0 < 2 * k + q := by
    intro k h
    rw [Set.uIcc_of_le (by linarith)] at h
    linarith [h.1]
  -- every excitation energy in the sum is positive
  have hden : ∀ k ∈ Set.uIcc (kF - q) kF, (k + q) ^ 2 / 2 - k ^ 2 / 2 ≠ 0 := by
    intro k h
    have := mul_pos hq (pos k h)
    exact (show 0 < (k + q) ^ 2 / 2 - k ^ 2 / 2 by nlinarith).ne'
  have hderiv : ∀ k ∈ Set.uIcc (kF - q) kF, HasDerivAt
      (fun k => Real.log (2 * k + q) / q) (1 / ((k + q) ^ 2 / 2 - k ^ 2 / 2)) k := by
    intro k h
    have h1 : HasDerivAt (fun k : ℝ => 2 * k + q) 2 k := by
      simpa using ((hasDerivAt_id' k).const_mul 2).add_const q
    refine ((h1.log (pos k h).ne').div_const q).congr_deriv ?_
    rw [div_div, div_eq_div_iff (mul_pos (pos k h) hq).ne' (hden k h)]
    ring
  have hint : IntervalIntegrable (fun k => 1 / ((k + q) ^ 2 / 2 - k ^ 2 / 2))
      MeasureTheory.volume (kF - q) kF :=
    (ContinuousOn.div (by fun_prop) (by fun_prop) hden).intervalIntegrable
  rw [response, intervalIntegral.integral_eq_sub_of_hasDerivAt hderiv hint,
    Real.log_div (by linarith) (by linarith), show 2 * (kF - q) + q = 2 * kF - q by ring]
  ring
```

## A positive density

A density n > 0 means that there is a Fermi sea, and with it a non-zero Thomas-Fermi stiffness to serve as the unit. Differentiating t twice in each variable gives

∂²t/∂n² = π²n/4 and ∂²t/∂g² = λ/(4n), at g = 0,

K(q) = π²n/4 + λq²/(4n).

`kernel_eq` carries out these derivatives one at a time.

```lean
/-- The second variation is a Thomas-Fermi constant plus a gradient term in `q ^ 2`. -/
theorem kernel_eq (lam n q : ℝ) :
    kernel lam n q = π ^ 2 * n / 4 + lam * q ^ 2 / (4 * n) := by
  have h1 : (deriv fun m => energyDensity lam m 0) = fun m => π ^ 2 / 8 * m ^ 2 := by
    funext m
    have e : (fun m => energyDensity lam m 0) = fun m => π ^ 2 / 24 * m ^ 3 := by
      funext m
      simp [energyDensity]
    have h : HasDerivAt (fun m : ℝ => π ^ 2 / 24 * m ^ 3) (π ^ 2 / 8 * m ^ 2) m :=
      ((hasDerivAt_pow 3 m).const_mul _).congr_deriv (by push_cast; ring)
    rw [e, h.deriv]
  have h2 : (deriv fun g => energyDensity lam n g) = fun g => lam / 4 * (g / n) := by
    funext g
    have h : HasDerivAt (fun g => energyDensity lam n g) (lam / 4 * (g / n)) g :=
      ((((hasDerivAt_pow 2 g).div_const n).const_mul (lam / 8)).const_add
        (π ^ 2 / 24 * n ^ 3)).congr_deriv (by push_cast; ring)
    exact h.deriv
  have h3 : HasDerivAt (fun m : ℝ => π ^ 2 / 8 * m ^ 2) (π ^ 2 / 4 * n) n :=
    ((hasDerivAt_pow 2 n).const_mul _).congr_deriv (by push_cast; ring)
  have h4 : HasDerivAt (fun g : ℝ => lam / 4 * (g / n)) (lam / 4 * (1 / n)) 0 :=
    ((hasDerivAt_id' (0 : ℝ)).div_const n).const_mul _
  rw [kernel, h1, h2, h3.deriv, h4.deriv]
  ring
```

The Thomas-Fermi unit is π²n/4, written `kernel 0 n 0`. Since q = 2k_Fη = πnη,

(π²n/4) χ(q) = (π²n/4) · (2/(π²nη)) · ln((1+η)/(1−η)) = F(η).

`response_normalised` proves this identity for 0 < η < 1, using n > 0 to cancel the common factor 2k_F inside the logarithm.

```lean
/-- For `n > 0` and `0 < η < 1`, the free-electron response at `q = 2 k_F η`, in units of the
Thomas-Fermi response, is the Lindhard function. -/
theorem response_normalised {n η : ℝ} (hn : 0 < n) (h0 : 0 < η) (h1 : η < 1) :
    kernel 0 n 0 * response (fermiK n) (2 * fermiK n * η) = lindhard η := by
  have hk : 0 < 2 * fermiK n := by unfold fermiK; positivity
  have e : (2 * fermiK n + 2 * fermiK n * η) / (2 * fermiK n - 2 * fermiK n * η)
      = (1 + η) / (1 - η) := by
    rw [← mul_div_mul_left (1 + η) (1 - η) hk.ne']
    congr 1 <;> ring
  have c : π ^ 2 * n / 4 * (2 / (π * (2 * (π * n / 2) * η))) = 1 / (2 * η) := by
    rw [← mul_div_assoc, div_eq_div_iff (by positivity) (by positivity)]
    ring
  have z : (0 : ℝ) * 0 ^ 2 / (4 * n) = 0 := by simp
  rw [response_eq (mul_pos hk h0) (by nlinarith), e, kernel_eq, z, add_zero, fermiK,
    ← mul_assoc, c, lindhard]
  ring
```

The same substitution in K gives

K(q)/(π²n/4) = 1 + λη².

`kernel_ratio` uses n > 0 to divide by the unit. At n = 0 there is no stiffness to divide by, and the comparison loses its meaning.

```lean
/-- For `n > 0` the inverse response of the functional at `q = 2 k_F η`, in units of the
Thomas-Fermi value, is `1 + lam η ^ 2`. -/
theorem kernel_ratio {n : ℝ} (hn : 0 < n) (lam η : ℝ) :
    kernel lam n (2 * fermiK n * η) / kernel 0 n 0 = 1 + lam * η ^ 2 := by
  have e : lam * (2 * (π * n / 2) * η) ^ 2 / (4 * n) = π ^ 2 * n / 4 * (lam * η ^ 2) := by
    rw [div_eq_iff (by positivity)]
    ring
  have z : (0 : ℝ) * 0 ^ 2 / (4 * n) = 0 := by simp
  have hp : 0 < π ^ 2 * n / 4 := by positivity
  rw [kernel_eq, kernel_eq, fermiK, e, z, add_zero, div_eq_iff hp.ne']
  ring
```

## The range 0 < η < 1 in the inequalities

This is the same wavevector window in scaled form. Its lower end gives a common starting point: the logarithm and the rational functions used to bound it all vanish at η = 0, so comparing slopes is enough. `pos_of_slope` states the principle, through strict monotonicity on [0, 1).

```lean
/-- A function that vanishes at `0` and has positive slope on `(0, 1)` is positive there,
provided it is differentiable on `[0, 1)`. -/
theorem pos_of_slope {f f' : ℝ → ℝ} (hf : f 0 = 0)
    (hd : ∀ x, 0 ≤ x → x < 1 → HasDerivAt f (f' x) x)
    (hp : ∀ x, 0 < x → x < 1 → 0 < f' x) {η : ℝ} (h0 : 0 < η) (h1 : η < 1) : 0 < f η := by
  have hm : StrictMonoOn f (Set.Ico 0 1) := by
    apply strictMonoOn_of_deriv_pos (convex_Ico 0 1)
    · exact fun x hx => (hd x hx.1 hx.2).continuousAt.continuousWithinAt
    · intro x hx
      rw [interior_Ico] at hx
      rw [(hd x hx.1.le hx.2).deriv]
      exact hp x hx.1 hx.2
  have h := hm (show (0 : ℝ) ∈ Set.Ico (0 : ℝ) 1 from ⟨le_rfl, one_pos⟩)
    (show η ∈ Set.Ico (0 : ℝ) 1 from ⟨h0.le, h1⟩) h0
  rwa [hf] at h
```

Write L(x) = ln((1+x)/(1−x)), whose slope is 2/(1−x²). The bounds are

A(x) = 6x/(3−x²) and B(x) = (6x−4x³)/(3−3x²).

Subtracting slopes gives

L′ − A′ = 8x⁴ / ((1−x²)(3−x²)²),

B′ − L′ = 4x⁴ / (3(1−x²)²).

Both are positive for 0 < x < 1, so A < L < B there. In `log_bounds`, `hA` supplies the slope of L, and the two `nlinarith` calls that finish the slope comparisons rest on the positivity of x⁴.

```lean
/-- For `0 < η < 1` the Lindhard logarithm lies strictly between two rational functions. -/
theorem log_bounds {η : ℝ} (h0 : 0 < η) (h1 : η < 1) :
    6 * η / (3 - η ^ 2) < Real.log ((1 + η) / (1 - η)) ∧
      Real.log ((1 + η) / (1 - η)) < (6 * η - 4 * η ^ 3) / (3 - 3 * η ^ 2) := by
  have hA : ∀ x : ℝ, 0 ≤ x → x < 1 →
      HasDerivAt (fun y => Real.log (1 + y) - Real.log (1 - y)) (2 / (1 - x ^ 2)) x := by
    intro x hx hx1
    have p : 1 + x ≠ 0 := by linarith
    have m : 1 - x ≠ 0 := by linarith
    have s : 1 - x ^ 2 ≠ 0 := (show 0 < 1 - x ^ 2 by nlinarith).ne'
    refine ((((hasDerivAt_id' x).const_add 1).log p).fun_sub
      (((hasDerivAt_id' x).const_sub 1).log m)).congr_deriv ?_
    rw [div_sub_div _ _ p m, div_eq_div_iff (mul_ne_zero p m) s]
    ring
  rw [Real.log_div (by linarith) (by linarith)]
  constructor
  · -- the slopes differ by a positive multiple of `x ^ 4`
    refine sub_pos.mp (pos_of_slope
      (f := fun x => Real.log (1 + x) - Real.log (1 - x) - 6 * x / (3 - x ^ 2))
      (f' := fun x => 2 / (1 - x ^ 2)
        - (6 * (3 - x ^ 2) - 6 * x * (-(2 * x))) / (3 - x ^ 2) ^ 2)
      (by simp) ?_ ?_ h0 h1)
    · intro x hx hx1
      have hn : HasDerivAt (fun y : ℝ => 6 * y) 6 x := by
        simpa using (hasDerivAt_id' x).const_mul 6
      have hd : HasDerivAt (fun y : ℝ => 3 - y ^ 2) (-(2 * x)) x :=
        ((hasDerivAt_pow 2 x).const_sub 3).congr_deriv (by push_cast; ring)
      exact (hA x hx hx1).fun_sub
        (hn.fun_div hd (show 0 < 3 - x ^ 2 by nlinarith).ne')
    · intro x hx hx1
      have s : 0 < 1 - x ^ 2 := by nlinarith
      have t : 0 < 3 - x ^ 2 := by linarith
      refine sub_pos.mpr ?_
      rw [div_lt_div_iff₀ (pow_pos t 2) s]
      nlinarith [pow_pos hx 4]
  · refine sub_pos.mp (pos_of_slope
      (f := fun x => (6 * x - 4 * x ^ 3) / (3 - 3 * x ^ 2)
        - (Real.log (1 + x) - Real.log (1 - x)))
      (f' := fun x => ((6 - 12 * x ^ 2) * (3 - 3 * x ^ 2)
        - (6 * x - 4 * x ^ 3) * (-(6 * x))) / (3 - 3 * x ^ 2) ^ 2 - 2 / (1 - x ^ 2))
      (by simp) ?_ ?_ h0 h1)
    · intro x hx hx1
      have hn : HasDerivAt (fun y : ℝ => 6 * y - 4 * y ^ 3) (6 - 12 * x ^ 2) x :=
        (((hasDerivAt_id' x).const_mul 6).fun_sub
          ((hasDerivAt_pow 3 x).const_mul 4)).congr_deriv (by push_cast; ring)
      have hd : HasDerivAt (fun y : ℝ => 3 - 3 * y ^ 2) (-(6 * x)) x :=
        (((hasDerivAt_pow 2 x).const_mul 3).const_sub 3).congr_deriv (by push_cast; ring)
      exact (hn.fun_div hd (show 0 < 3 - 3 * x ^ 2 by nlinarith).ne').fun_sub (hA x hx hx1)
    · intro x hx hx1
      have s : 0 < 1 - x ^ 2 := by nlinarith
      have t : 0 < 3 - 3 * x ^ 2 := by linarith
      refine sub_pos.mpr ?_
      rw [div_lt_div_iff₀ s (pow_pos t 2)]
      nlinarith [mul_pos s (pow_pos hx 4)]
```

Dividing by 2η turns these bounds into

3/(3−η²) < F(η) < (3−2η²)/(3−3η²).

The left side exceeds 1, so F > 1. Taking reciprocals,

1 − η²/(3−2η²) < 1/F < 1 − η²/3,

and subtracting 1 and dividing by η² > 0 gives

−1/(3−2η²) < (1/F − 1)/η² < −1/3.

`lindhard_bounds` follows the same route after clearing denominators. At η = 1/2 it places −0.359 between −0.4 and −1/3. The upper end of the range matters: for η > 1 the physical response has |1−η| in the logarithm, and at η = 2 it is ln(3)/4 ≈ 0.27, well below 1.

```lean
/-- For `0 < η < 1` the Lindhard function exceeds `1`, and the gradient coefficient read off
at finite `η` lies strictly between `-1 / (3 - 2 η ^ 2)` and `-1 / 3`. -/
theorem lindhard_bounds {η : ℝ} (h0 : 0 < η) (h1 : η < 1) :
    1 < lindhard η ∧ -1 / (3 - 2 * η ^ 2) < (1 / lindhard η - 1) / η ^ 2 ∧
      (1 / lindhard η - 1) / η ^ 2 < -1 / 3 := by
  obtain ⟨lo, hi⟩ := log_bounds h0 h1
  unfold lindhard
  set L := Real.log ((1 + η) / (1 - η))
  have s : 0 < 1 - η ^ 2 := by nlinarith
  have t : 0 < 3 - 2 * η ^ 2 := by linarith
  have hs : 0 < η ^ 2 := pow_pos h0 2
  rw [div_lt_iff₀ (by linarith)] at lo
  rw [lt_div_iff₀ (by linarith)] at hi
  have hL : 2 * η < L := by
    by_contra h
    nlinarith [mul_nonneg (sub_nonneg.mpr (not_lt.mp h)) (show 0 ≤ 3 - η ^ 2 by linarith),
      pow_pos h0 3]
  have hL0 : 0 < L := by linarith
  rw [one_div_div]
  refine ⟨by rw [lt_div_iff₀ (by linarith)]; linarith, ?_, ?_⟩
  · have e : -1 / (3 - 2 * η ^ 2) * η ^ 2 = (3 - 3 * η ^ 2) / (3 - 2 * η ^ 2) - 1 := by
      rw [div_mul_eq_mul_div, div_sub_one t.ne']
      congr 1
      ring
    have b : (3 - 3 * η ^ 2) / (3 - 2 * η ^ 2) < 2 * η / L := by
      rw [div_lt_div_iff₀ t hL0]
      nlinarith
    rw [lt_div_iff₀ hs, e]
    linarith
  · have b : 2 * η / L < 1 - η ^ 2 / 3 := by
      rw [div_lt_iff₀ hL0]
      nlinarith
    rw [div_lt_iff₀ hs]
    linarith
```

## Long wavelengths, approached from η > 0

Letting η decrease to zero means perturbing the electrons on lengths much greater than 1/k_F, where a gradient expansion applies. The lower bound −1/(3−2η²) tends to −1/3 and the upper bound already equals −1/3, so the quotient between them has the same limit. `gradient_coefficient_limit` is this squeeze; the filter `𝓝[>] 0` expresses the approach through positive η. Without the limit, the quotient depends on wavevector and stays strictly below −1/3 throughout 0 < η < 1.

```lean
/-- The gradient coefficient of the inverse Lindhard function tends to `-1 / 3` as `η`
decreases to zero. -/
theorem gradient_coefficient_limit :
    Tendsto (fun η => (1 / lindhard η - 1) / η ^ 2) (𝓝[>] 0) (𝓝 (-1 / 3)) := by
  have hc : ContinuousAt (fun η : ℝ => -1 / (3 - 2 * η ^ 2)) 0 :=
    ContinuousAt.div (by fun_prop) (by fun_prop) (by norm_num)
  have hl : Tendsto (fun η : ℝ => -1 / (3 - 2 * η ^ 2)) (𝓝[>] 0) (𝓝 (-1 / 3)) := by
    have h := hc.tendsto.mono_left (nhdsWithin_le_nhds (s := Set.Ioi 0))
    convert h using 2
    norm_num
  refine tendsto_of_tendsto_of_tendsto_of_le_of_le' hl tendsto_const_nhds ?_ ?_
  · filter_upwards [Ioo_mem_nhdsGT (zero_lt_one' ℝ)] with η h
    exact (lindhard_bounds h.1 h.2).2.1.le
  · filter_upwards [Ioo_mem_nhdsGT (zero_lt_one' ℝ)] with η h
    exact (lindhard_bounds h.1 h.2).2.2.le
```

## One λ, matched through order η²

The coefficient λ is a constant, the same at every wavevector. Matching means that the difference of the two inverse responses is o(η²): it vanishes faster than η². By hand,

(1/F − (1+λη²))/η² = (1/F − 1)/η² − λ → −1/3 − λ.

The difference is therefore o(η²) exactly when λ = −1/3.

In `gradient_matching_iff`, `hT` is this limit, obtained from `kernel_ratio`. If matching holds, the quotient also tends to zero, and `tendsto_nhds_unique` gives −1/3 − λ = 0. Conversely, inserting λ = −1/3 makes the limit zero. If agreement were required only to o(1), every λ would pass, since both inverse responses tend to 1. The theorem concerns linear response about a uniform density; it does not assess the functional's energies for strongly varying densities.

```lean
/-- At density `n > 0`, the inverse response of the Thomas-Fermi functional with `lam` times the
von Weizsäcker term matches the inverse Lindhard function through order `η ^ 2`, as `η`
decreases to zero, exactly when `lam = -1 / 3`. -/
theorem gradient_matching_iff {n : ℝ} (hn : 0 < n) (lam : ℝ) :
    (fun η => 1 / lindhard η - kernel lam n (2 * fermiK n * η) / kernel 0 n 0)
      =o[𝓝[>] 0] (fun η : ℝ => η ^ 2) ↔ lam = -1 / 3 := by
  have hT : Tendsto (fun η => (1 / lindhard η
      - kernel lam n (2 * fermiK n * η) / kernel 0 n 0) / η ^ 2)
      (𝓝[>] 0) (𝓝 (-1 / 3 - lam)) := by
    refine (gradient_coefficient_limit.sub_const lam).congr' ?_
    filter_upwards [self_mem_nhdsWithin] with η h
    have hs : η ^ 2 ≠ 0 := (pow_pos (Set.mem_Ioi.mp h) 2).ne'
    rw [kernel_ratio hn, eq_div_iff hs, sub_mul, div_mul_cancel₀ _ hs]
    ring
  rw [isLittleO_iff_tendsto' (by
    filter_upwards [self_mem_nhdsWithin] with η h hz
    exact absurd hz (pow_pos (Set.mem_Ioi.mp h) 2).ne')]
  constructor
  · intro h
    linarith [tendsto_nhds_unique hT h]
  · intro h
    rwa [h, sub_self, ← h] at hT

end

end LindhardGradientExpansion
```

```lean
#print axioms LindhardGradientExpansion.response_normalised
#print axioms LindhardGradientExpansion.gradient_matching_iff
```

```
'LindhardGradientExpansion.response_normalised' depends on axioms: [propext, Classical.choice, Quot.sound]
'LindhardGradientExpansion.gradient_matching_iff' depends on axioms: [propext, Classical.choice, Quot.sound]
```
